# The double Legendre transform of a continuous function on a closed interval is its largest convex minorant

Take a free-energy curve with a hump between two wells, Legendre-transform it from composition to chemical potential, and transform back, each time taking a supremum rather than following every branch of stationary points. The hump does not return. Without a theorem that identifies the new curve, a missing hump could be a numerical error or a sign of phase separation, and the output alone does not say which.

Let $f(x)$ be the molar free energy of a binary mixture at fixed temperature and pressure, for compositions $x\in[a,b]$. The slope $p$ is the difference of the two chemical potentials. The problems below concern one composition variable and one continuous curve. They identify the double transform as the largest convex function that nowhere exceeds the curve. That a homogeneous mixture is not the equilibrium state when splitting into two phases lowers its free energy is thermodynamic input, not derived here; such a mixture may still be metastable.

```lean
import Mathlib

open Set

namespace ConvexEnvelope

noncomputable section
```

The conjugate is $f^*(p)=\sup_{x\in[a,b]}\,(px-f(x))$, which is minus the lowest value of $f(x)-px$. In Lean, `f` is defined on all of `ℝ`, but only its values on `Icc a b`, the closed interval, enter.

```lean
/-- The Legendre transform `f*(p)`: the supremum of `p x - f x` over compositions `x` in
`[a, b]`. -/
def conjugate (f : ℝ → ℝ) (a b p : ℝ) : ℝ :=
  sSup ((fun x => p * x - f x) '' Icc a b)
```

The biconjugate is $f^{**}(x)=\sup_{p\in\mathbb R}\,(px-f^*(p))$, with no restriction on the slopes.

```lean
/-- The biconjugate: the supremum of `p x - f*(p)` over all slopes `p`, meant for `x` in
`[a, b]`. -/
def biconjugate (f : ℝ → ℝ) (a b x : ℝ) : ℝ :=
  ⨆ p : ℝ, (p * x - conjugate f a b p)
```

Throughout, $f$ is continuous on $[a,b]$, endpoints included (`ContinuousOn f (Icc a b)`), and $a\le b$, so a single point is allowed.

## (a) An optimal composition for each slope

Show that for every $p$ some $y\in[a,b]$ satisfies
$$f^*(p)=py-f(y)=\max_{x\in[a,b]}(px-f(x)).$$

**Solution.** The function $x\mapsto px-f(x)$ is continuous on a nonempty compact interval. Its image is nonempty and compact, so it contains its supremum.

`IsGreatest` records two facts: the value is attained, and it is an upper bound. Later parts use both.

```lean
variable {f : ℝ → ℝ} {a b : ℝ}

/-- For continuous `f` the Legendre transform is a maximum, attained at some composition in
`[a, b]`. -/
theorem conjugate_isGreatest (hab : a ≤ b) (hf : ContinuousOn f (Icc a b)) (p : ℝ) :
    IsGreatest ((fun x => p * x - f x) '' Icc a b) (conjugate f a b p) := by
  have hc : ContinuousOn (fun x => p * x - f x) (Icc a b) :=
    (continuous_const.mul continuous_id).continuousOn.sub hf
  exact (isCompact_Icc.image_of_continuousOn hc).isGreatest_sSup
    ((nonempty_Icc.2 hab).image _)
```

## (b) The Fenchel–Young inequality

Show that for all $x\in[a,b]$ and all $p$,
$$px-f^*(p)\le f(x).$$

**Solution.** By (a), $px-f(x)\le f^*(p)$. Rearrange.

```lean
/-- The Fenchel–Young inequality: `p x - f*(p)` never exceeds `f x`. -/
theorem fenchel_young (hf : ContinuousOn f (Icc a b)) {x : ℝ} (hx : x ∈ Icc a b) (p : ℝ) :
    p * x - conjugate f a b p ≤ f x := by
  have h : p * x - f x ≤ conjugate f a b p :=
    (conjugate_isGreatest (hx.1.trans hx.2) hf p).2 ⟨x, hx, rfl⟩
  linarith
```

## (c) Finiteness of the biconjugate

Show that for $x\in[a,b]$
$$\sup_{p}\,(px-f^*(p))<\infty.$$

**Solution.** By (b), $f(x)$ is an upper bound that does not depend on $p$.

Lean's supremum of a set of reals is a real number even when the set is unbounded, so finiteness is stated as `BddAbove`. In a model with extended real values, $f$ would be $+\infty$ outside $[a,b]$. The biconjugate would then also be $+\infty$ there, and the results could be stated on the whole line.

```lean
/-- The values `p x - f*(p)` are bounded above at each `x` in `[a, b]`, so the biconjugate is
finite there. -/
theorem biconjugate_finite (hf : ContinuousOn f (Icc a b)) {x : ℝ} (hx : x ∈ Icc a b) :
    BddAbove (range fun p : ℝ => p * x - conjugate f a b p) := by
  refine ⟨f x, ?_⟩
  rintro _ ⟨p, rfl⟩
  exact fenchel_young hf hx p
```

## (d) Lines below the curve

Let $x\in[a,b]$, and suppose $c+p(y-x)\le f(y)$ for all $y\in[a,b]$. Show that
$$c\le f^{**}(x).$$

**Solution.** Take $y$ from (a), so that $f^*(p)=py-f(y)$. Then
$$px-f^*(p)=f(y)-p(y-x)\ge c,$$
and the left side is at most $f^{**}(x)$. This last step is `le_ciSup`, which needs the bound from (c).

```lean
/-- If a line of slope `p` with value `c` at `x` lies below `f` on `[a, b]`, then `c` is at most
the biconjugate at `x`. -/
theorem le_biconjugate_of_line (hf : ContinuousOn f (Icc a b)) {x c p : ℝ}
    (hx : x ∈ Icc a b) (h : ∀ y ∈ Icc a b, c + p * (y - x) ≤ f y) :
    c ≤ biconjugate f a b x := by
  obtain ⟨y, hy, hmax⟩ := (conjugate_isGreatest (hx.1.trans hx.2) hf p).1
  have h1 : p * y - f y = conjugate f a b p := hmax
  have h2 : p * x - conjugate f a b p ≤ biconjugate f a b x :=
    le_ciSup (biconjugate_finite hf hx) p
  have h3 := h y hy
  linarith
```

## (e) Supporting lines inside the interval

Let $g$ be convex on $[a,b]$ and $a<x<b$. Find a slope $p$ such that for all $y\in[a,b]$
$$g(x)+p(y-x)\le g(y).$$

**Solution.** For $y<x<z$ in $[a,b]$, convexity gives $(z-y)g(x)\le(z-x)g(y)+(x-y)g(z)$. Writing $z-y=(z-x)+(x-y)$ and dividing by $(x-y)(z-x)$,
$$\frac{g(x)-g(y)}{x-y}\le\frac{g(z)-g(x)}{z-x}.$$
The left slopes form a nonempty set (take $y=a$), bounded above by the slope to $b$. Let $p$ be their supremum.

- If $y<x$, then $g(x)-g(y)\le p(x-y)$, which is the claim.
- If $y=x$, both sides are equal.
- If $y>x$, the right slope to $y$ bounds every left slope, so $p(y-x)\le g(y)-g(x)$.

In the code, `slope_mono_adjacent` is the slope inequality and `lt_trichotomy` splits the three cases. Differentiability is not needed.

```lean
/-- A convex function on `[a, b]` has a supporting line at every interior point. -/
theorem exists_supporting_line {g : ℝ → ℝ} (hg : ConvexOn ℝ (Icc a b) g) {x : ℝ}
    (hx : x ∈ Ioo a b) : ∃ p : ℝ, ∀ y ∈ Icc a b, g x + p * (y - x) ≤ g y := by
  -- chord slopes on the left never exceed chord slopes on the right
  have key : ∀ y ∈ Ico a x, ∀ z ∈ Ioc x b,
      (g x - g y) / (x - y) ≤ (g z - g x) / (z - x) := fun y hy z hz =>
    hg.slope_mono_adjacent ⟨hy.1, (hy.2.trans hx.2).le⟩ ⟨(hx.1.trans hz.1).le, hz.2⟩
      hy.2 hz.1
  have hne : ((fun y => (g x - g y) / (x - y)) '' Ico a x).Nonempty :=
    ⟨_, a, ⟨le_rfl, hx.1⟩, rfl⟩
  have hbdd : BddAbove ((fun y => (g x - g y) / (x - y)) '' Ico a x) := by
    refine ⟨(g b - g x) / (b - x), ?_⟩
    rintro _ ⟨y, hy, rfl⟩
    exact key y hy b ⟨hx.2, le_rfl⟩
  refine ⟨sSup ((fun y => (g x - g y) / (x - y)) '' Ico a x), fun y hy => ?_⟩
  rcases lt_trichotomy y x with h | h | h
  · have h1 := le_csSup hbdd ⟨y, ⟨hy.1, h⟩, rfl⟩
    have h2 := (div_le_iff₀ (sub_pos.2 h)).1 h1
    linarith
  · subst h
    simp
  · have h1 : sSup ((fun y => (g x - g y) / (x - y)) '' Ico a x)
        ≤ (g y - g x) / (y - x) := by
      refine csSup_le hne ?_
      rintro _ ⟨w, hw, rfl⟩
      exact key w hw y ⟨h, hy.2⟩
    have h2 := (le_div_iff₀ (sub_pos.2 h)).1 h1
    linarith
```

## (f) A cone below a continuous curve

Let $c\in[a,b]$ and $\varepsilon>0$. Find $K$ such that for all $y\in[a,b]$
$$f(c)-\varepsilon-K|y-c|\le f(y).$$

**Solution.** Choose $\delta>0$ with $|f(y)-f(c)|<\varepsilon$ whenever $|y-c|<\delta$. Let $f(z)$ be the minimum of $f$, and set $K=(f(c)-f(z))/\delta\ge0$. If $|y-c|<\delta$, then $f(y)>f(c)-\varepsilon$, which suffices. If $|y-c|\ge\delta$, then $K|y-c|\ge f(c)-f(z)$, so the left side is at most $f(z)-\varepsilon<f(y)$.

```lean
/-- For continuous `f` on `[a, b]`, `c` in `[a, b]` and `ε > 0`, there is a real `K` such that `f c
- ε - K * |y - c|` is at most `f y` for all `y` in `[a, b]`. -/
theorem exists_cone_below (hf : ContinuousOn f (Icc a b)) {c ε : ℝ} (hc : c ∈ Icc a b)
    (hε : 0 < ε) : ∃ K : ℝ, ∀ y ∈ Icc a b, f c - ε - K * |y - c| ≤ f y := by
  obtain ⟨δ, hδ, h⟩ := Metric.continuousOn_iff.1 hf c hc ε hε
  obtain ⟨z, _, hm⟩ := isCompact_Icc.exists_isMinOn ⟨c, hc⟩ hf
  have hzc : f z ≤ f c := hm hc
  have hK : 0 ≤ (f c - f z) / δ := div_nonneg (sub_nonneg.2 hzc) hδ.le
  refine ⟨(f c - f z) / δ, fun y hy => ?_⟩
  rcases lt_or_ge |y - c| δ with hn | hn
  · -- near the tip, continuity suffices
    have h1 := h y hy (by rwa [Real.dist_eq])
    rw [Real.dist_eq] at h1
    have h2 := (abs_lt.1 h1).1
    have h3 := mul_nonneg hK (abs_nonneg (y - c))
    linarith
  · -- far from the tip, the cone is below the minimum of `f`
    have h1 : f z ≤ f y := hm hy
    have h2 := mul_le_mul_of_nonneg_left hn hK
    rw [div_mul_cancel₀ _ hδ.ne'] at h2
    linarith
```

## (g) The two ends of the composition range

Show that
$$f^{**}(a)=f(a),\qquad f^{**}(b)=f(b).$$

**Solution.** Part (b) gives $f^{**}\le f$ at both ends. At $a$ we have $|y-a|=y-a$, so the cone from (f) is a line of slope $-K$, and (d) gives $f(a)-\varepsilon\le f^{**}(a)$. At $b$ the slope is $+K$. Since $\varepsilon$ is arbitrary, equality follows.

A flawed shortcut is to use a supporting line at the endpoint itself. The ideal mixing term $x\ln x+(1-x)\ln(1-x)$ on $[0,1]$ has slope $-\infty$ at $x=0$, so no line through its endpoint there stays below it. The supremum over $p$ is approached but not attained, hence the $\varepsilon$.

```lean
/-- At both ends of the composition interval the biconjugate equals `f`. -/
theorem biconjugate_endpoints (hab : a ≤ b) (hf : ContinuousOn f (Icc a b)) :
    biconjugate f a b a = f a ∧ biconjugate f a b b = f b := by
  have ha : a ∈ Icc a b := ⟨le_rfl, hab⟩
  have hb : b ∈ Icc a b := ⟨hab, le_rfl⟩
  constructor
  · refine le_antisymm (ciSup_le (fenchel_young hf ha)) (le_of_forall_pos_le_add ?_)
    intro ε hε
    obtain ⟨K, hK⟩ := exists_cone_below hf ha hε
    have h := le_biconjugate_of_line (c := f a - ε) (p := -K) hf ha (fun y hy => by
      have h1 := hK y hy
      rw [abs_of_nonneg (sub_nonneg.2 hy.1)] at h1
      linarith)
    linarith
  · refine le_antisymm (ciSup_le (fenchel_young hf hb)) (le_of_forall_pos_le_add ?_)
    intro ε hε
    obtain ⟨K, hK⟩ := exists_cone_below hf hb hε
    have h := le_biconjugate_of_line (c := f b - ε) (p := K) hf hb (fun y hy => by
      have h1 := hK y hy
      rw [abs_of_nonpos (sub_nonpos.2 hy.2)] at h1
      linarith)
    linarith
```

## (h) The convex envelope

Show that $f^{**}$ is finite and convex on $[a,b]$, that $f^{**}\le f$ there, and that every $g$ convex on $[a,b]$ with $g\le f$ satisfies
$$g(x)\le f^{**}(x)\quad\text{for all }x\in[a,b].$$

**Solution.** Finiteness is (c), and $f^{**}\le f$ follows from (b) by taking the supremum over $p$. For convexity, let $x,y\in[a,b]$, $s,t\ge0$ and $s+t=1$. For each $p$,
$$p(sx+ty)-f^*(p)=s\,(px-f^*(p))+t\,(py-f^*(p))\le s f^{**}(x)+t f^{**}(y).$$
Take the supremum over $p$ on the left.

Now let $g\le f$ be convex. At an endpoint, (g) gives $g\le f=f^{**}$. At an interior $x$, the supporting line of $g$ from (e) lies below $g$, hence below $f$, and (d) with $c=g(x)$ finishes the proof.

The Lean statement joins these four claims with `∧`. The competitor `g` need not be continuous.

```lean
/-- The biconjugate of a continuous `f` is finite and convex on `[a, b]`, lies at or below `f`,
and lies at or above every convex function that is at most `f` on `[a, b]`. -/
theorem biconjugate_is_convex_envelope (hab : a ≤ b) (hf : ContinuousOn f (Icc a b)) :
    (∀ x ∈ Icc a b, BddAbove (range fun p : ℝ => p * x - conjugate f a b p)) ∧
    ConvexOn ℝ (Icc a b) (biconjugate f a b) ∧
    (∀ x ∈ Icc a b, biconjugate f a b x ≤ f x) ∧
    ∀ g : ℝ → ℝ, ConvexOn ℝ (Icc a b) g → (∀ x ∈ Icc a b, g x ≤ f x) →
      ∀ x ∈ Icc a b, g x ≤ biconjugate f a b x := by
  refine ⟨fun x hx => biconjugate_finite hf hx, ⟨convex_Icc a b, ?_⟩,
    fun x hx => ciSup_le (fenchel_young hf hx), ?_⟩
  · -- a supremum of affine functions is convex
    intro x hx y hy s t hs ht hst
    simp only [smul_eq_mul]
    have h : ∀ p : ℝ, p * (s * x + t * y) - conjugate f a b p
        ≤ s * biconjugate f a b x + t * biconjugate f a b y := by
      intro p
      have h1 : p * x - conjugate f a b p ≤ biconjugate f a b x :=
        le_ciSup (biconjugate_finite hf hx) p
      have h2 : p * y - conjugate f a b p ≤ biconjugate f a b y :=
        le_ciSup (biconjugate_finite hf hy) p
      have h3 := mul_le_mul_of_nonneg_left h1 hs
      have h4 := mul_le_mul_of_nonneg_left h2 ht
      have h5 : s * conjugate f a b p + t * conjugate f a b p = conjugate f a b p := by
        rw [← add_mul, hst, one_mul]
      linarith
    exact ciSup_le h
  · intro g hg hgf x hx
    rcases eq_or_lt_of_le hx.1 with h | hax
    · rw [← h, (biconjugate_endpoints hab hf).1]
      exact hgf a ⟨le_rfl, hab⟩
    rcases eq_or_lt_of_le hx.2 with h | hxb
    · rw [h, (biconjugate_endpoints hab hf).2]
      exact hgf b ⟨hab, le_rfl⟩
    -- inside, the supporting line of `g` is also a line below `f`
    obtain ⟨p, hp⟩ := exists_supporting_line hg ⟨hax, hxb⟩
    exact le_biconjugate_of_line hf hx fun y hy => (hp y hy).trans (hgf y hy)
```

## (i) When the double transform loses nothing

Show that
$$f^{**}=f\ \text{on }[a,b]\iff f\ \text{is convex on }[a,b].$$

**Solution.** If the two agree, $f$ inherits convexity from $f^{**}$. If $f$ is convex, take $g=f$ in (h) to get $f\le f^{**}$; the reverse inequality is also in (h).

```lean
/-- The double Legendre transform returns a continuous `f` on all of `[a, b]` exactly when `f`
is convex there. -/
theorem biconjugate_eq_iff_convex (hab : a ≤ b) (hf : ContinuousOn f (Icc a b)) :
    (∀ x ∈ Icc a b, biconjugate f a b x = f x) ↔ ConvexOn ℝ (Icc a b) f := by
  obtain ⟨_, hconv, hle, hgreatest⟩ := biconjugate_is_convex_envelope hab hf
  exact ⟨fun h => hconv.congr h, fun h x hx =>
    le_antisymm (hle x hx) (hgreatest f h (fun _ _ => le_rfl) x hx)⟩
```

## (j) The common tangent

Suppose $m+py\le f(y)$ on $[a,b]$, with equality at $x_1$ and $x_2$ in $[a,b]$. Show that for $x_1\le x\le x_2$
$$f^{**}(x)=m+px.$$

**Solution.** Part (d) with $c=m+px$ gives $f^{**}(x)\ge m+px$. For the other direction, take any slope $q$. By (b), $qx_i-f^*(q)\le m+px_i$ for $i=1,2$. If $q\ge p$, use $x_2$:
$$qx-f^*(q)\le m+px_2-q(x_2-x)=m+px-(q-p)(x_2-x)\le m+px.$$
If $q\le p$, use $x_1$:
$$qx-f^*(q)\le m+px_1+q(x-x_1)=m+px-(p-q)(x-x_1)\le m+px.$$
Take the supremum over $q$.

When $x_1<x_2$, the line gives the molar free energy of a sample split by the lever rule into parts of compositions $x_1$ and $x_2$, with interfacial energy neglected. Where $f$ lies above the line between these compositions, the split lowers the free energy. The line and its contact points are hypotheses (`hline`, `ht₁`, `ht₂`); the theorem does not construct them.

```lean
/-- If a line that nowhere exceeds `f` on `[a, b]` meets it at `x₁` and `x₂`, the biconjugate equals
that line at every composition between them. -/
theorem biconjugate_common_tangent (hf : ContinuousOn f (Icc a b)) {x₁ x₂ m p : ℝ}
    (h₁ : x₁ ∈ Icc a b) (h₂ : x₂ ∈ Icc a b) (hline : ∀ y ∈ Icc a b, m + p * y ≤ f y)
    (ht₁ : f x₁ = m + p * x₁) (ht₂ : f x₂ = m + p * x₂) {x : ℝ} (hx : x ∈ Icc x₁ x₂) :
    biconjugate f a b x = m + p * x := by
  have hxab : x ∈ Icc a b := ⟨h₁.1.trans hx.1, hx.2.trans h₂.2⟩
  apply le_antisymm
  · have h : ∀ q : ℝ, q * x - conjugate f a b q ≤ m + p * x := by
      intro q
      have e₁ := fenchel_young hf h₁ q
      have e₂ := fenchel_young hf h₂ q
      -- a line of larger slope is controlled at `x₂`, one of smaller slope at `x₁`
      rcases le_total p q with hq | hq
      · have := mul_nonneg (sub_nonneg.2 hq) (sub_nonneg.2 hx.2)
        linarith
      · have := mul_nonneg (sub_nonneg.2 hq) (sub_nonneg.2 hx.1)
        linarith
    exact ciSup_le h
  · refine le_biconjugate_of_line (p := p) hf hxab fun y hy => ?_
    have := hline y hy
    linarith

end

end ConvexEnvelope
```

```lean
#print axioms ConvexEnvelope.biconjugate_eq_iff_convex
#print axioms ConvexEnvelope.biconjugate_common_tangent
```

```
'ConvexEnvelope.biconjugate_eq_iff_convex' depends on axioms: [propext, Classical.choice, Quot.sound]
'ConvexEnvelope.biconjugate_common_tangent' depends on axioms: [propext, Classical.choice, Quot.sound]
```
